# For s waves in an empty hard sphere, the three-point and Numerov levels both lie below the exact level

Suppose a radial solver returns an s-wave level for a particle in a hard sphere, and you treat it as an upper bound, as you would a variational energy. With either of the two finite-difference schemes below, you would then look for the exact level on the wrong side. Both schemes underestimate it, the three-point scheme more than Numerov's.

The sphere has radius $R$ and zero potential inside. The radial function is $u(r)=r\,R_0(r)$, where $R_0$ is the s-wave radial amplitude, so that $-u''=k^2u$ with $u(0)=u(R)=0$. Levels are given as $k^2$, that is, energies in units where $\hbar^2/2M=1$ for a particle of mass $M$. The grid has $N$ interior points and spacing $h=R/(N+1)$.

## The wave and its samples

In Lean 4 with Mathlib:

```lean
import Mathlib

open Real

namespace HardSphereNumerov

noncomputable section

/-- The function `u(r) = sin(m π r / R)`. For `R > 0` and `m ≥ 1` it is an s wave in a hard sphere
of radius `R`. -/
def radialWave (R : ℝ) (m : ℕ) (r : ℝ) : ℝ := sin (m * π / R * r)
```

A `def` introduces a named object. This one is $u(r)=\sin(m\pi r/R)$, with a real radius `R`, a natural number `m` and a real position `r`. The wave is not normalised, which has no effect on the levels. For $m=0$ the function is identically zero, so the levels start at $m=1$.

```lean
/-- The grid vector `sin(m π j / (N + 1))`. -/
def gridWave (N m j : ℕ) : ℝ := sin (m * π / (N + 1) * j)
```

This is the vector $u_j=\sin\big(m\pi j/(N+1)\big)$. It is defined separately from the continuum wave, and a theorem below connects the two.

## The two eigenproblems

```lean
/-- `u` is a non-zero solution, vanishing at both ends of the grid, of the three-point
equation `-(u_(j+1) - 2 u_j + u_(j-1)) = h² E u_j` at the `N` interior points. -/
def IsThreePointMode (N : ℕ) (h E : ℝ) (u : ℕ → ℝ) : Prop :=
  u 0 = 0 ∧ u (N + 1) = 0 ∧ (∃ j, 1 ≤ j ∧ j ≤ N ∧ u j ≠ 0) ∧
    ∀ j < N, -(u (j + 2) - 2 * u (j + 1) + u j) = h ^ 2 * E * u (j + 1)
```

A definition ending in `Prop` is a statement that may be true or false. Here it says that $u$ is a three-point mode with eigenvalue $E$: it vanishes at $j=0$ and $j=N+1$, is non-zero at some interior point, and satisfies

$$-(u_{j+2}-2u_{j+1}+u_j)=h^2E\,u_{j+1},\qquad 0\le j<N.$$

The central point is $j+1$, which runs over the interior points $1,\dots,N$. The hard wall enters as $u_{N+1}=0$.

```lean
/-- `u` is a non-zero solution, vanishing at both ends of the grid, of the Numerov equation
`-(u_(j+1) - 2 u_j + u_(j-1)) = h² E (u_(j+1) + 10 u_j + u_(j-1)) / 12`
at the `N` interior points. -/
def IsNumerovMode (N : ℕ) (h E : ℝ) (u : ℕ → ℝ) : Prop :=
  u 0 = 0 ∧ u (N + 1) = 0 ∧ (∃ j, 1 ≤ j ∧ j ≤ N ∧ u j ≠ 0) ∧
    ∀ j < N, -(u (j + 2) - 2 * u (j + 1) + u j) =
      h ^ 2 * E * ((u (j + 2) + 10 * u (j + 1) + u j) / 12)
```

The Numerov problem has the same boundary and non-zero conditions. Its right-hand side averages over three neighbouring points:

$$-(u_{j+2}-2u_{j+1}+u_j)=\frac{h^2E}{12}\,(u_{j+2}+10u_{j+1}+u_j).$$

```lean
/-- The three-point level for spacing `h ≠ 0` and phase advance `θ` per grid step. -/
def threePointLevel (h θ : ℝ) : ℝ := 2 * (1 - cos θ) / h ^ 2

/-- The Numerov level for spacing `h ≠ 0` and phase advance `θ` per grid step. -/
def numerovLevel (h θ : ℝ) : ℝ := 12 * (1 - cos θ) / (h ^ 2 * (5 + cos θ))
```

These are the candidate eigenvalues, written with the phase advance $\theta$ per grid step:

$$E_3=\frac{2(1-\cos\theta)}{h^2},\qquad E_{\mathrm N}=\frac{12(1-\cos\theta)}{h^2(5+\cos\theta)}.$$

So far they are only formulas. That they are eigenvalues is proved in the last theorem.

## The sine solves the continuum problem

```lean
/-- For `R ≠ 0` the function `radialWave R m` vanishes at `0` and at `R`, solves `-u'' = k² u` with
`k = m π / R`, and takes the values of the grid vector at the points `r = j R / (N + 1)`. -/
theorem radialWave_spec {R : ℝ} (hR : R ≠ 0) (m : ℕ) :
    radialWave R m 0 = 0 ∧ radialWave R m R = 0 ∧
    (∀ r, HasDerivAt (radialWave R m) (m * π / R * cos (m * π / R * r)) r) ∧
    (∀ r, HasDerivAt (fun s => m * π / R * cos (m * π / R * s))
      (-((m * π / R) ^ 2 * radialWave R m r)) r) ∧
    ∀ N j : ℕ, radialWave R m (R / (N + 1) * j) = gridWave N m j := by
  refine ⟨by simp [radialWave], ?_, fun r => ?_, fun r => ?_, fun N j => ?_⟩
  · unfold radialWave
    rw [div_mul_cancel₀ _ hR, Real.sin_nat_mul_pi]
  · exact (((hasDerivAt_id' r).const_mul (m * π / R)).sin).congr_deriv (by ring)
  · exact ((((hasDerivAt_id' r).const_mul (m * π / R)).cos).const_mul
      (m * π / R)).congr_deriv (by unfold radialWave; ring)
  · unfold radialWave gridWave
    congr 1
    field_simp
```

In a `theorem`, the hypotheses stand before the colon, the conclusion after it, and the proof after `:=`. The sign `∧` means "and". `HasDerivAt f a r` says that $f$ has derivative $a$ at $r$.

Set $k=m\pi/R$. Then $u'=k\cos kr$ and $u''=-k^2\sin kr=-k^2u$, which are the two derivative statements. At the ends, $u(0)=0$ and $u(R)=\sin m\pi=0$. At $r=jR/(N+1)$ the argument is $m\pi j/(N+1)$, so the samples are the grid vector. The proof treats these five claims in turn, using Mathlib's rules for differentiating sine and cosine.

## Numerov's average rescales a three-point mode

```lean
/-- A grid function solves the three-point problem with eigenvalue `E` exactly when it solves
the Numerov problem with eigenvalue `12 E / (12 - h² E)`, provided `h² E ≠ 12`. -/
theorem threePoint_iff_numerov {N : ℕ} {h E : ℝ} {u : ℕ → ℝ} (hE : h ^ 2 * E ≠ 12) :
    IsThreePointMode N h E u ↔ IsNumerovMode N h (12 * E / (12 - h ^ 2 * E)) u := by
  have k : 12 * E / (12 - h ^ 2 * E) * (12 - h ^ 2 * E) = 12 * E :=
    div_mul_cancel₀ _ (sub_ne_zero.mpr hE.symm)
  constructor
  · rintro ⟨h0, hN, hne, hr⟩
    refine ⟨h0, hN, hne, fun j hj => ?_⟩
    have e := hr j hj
    -- the Numerov average only rescales a three-point mode
    have s : u (j + 2) + 10 * u (j + 1) + u j = (12 - h ^ 2 * E) * u (j + 1) := by
      linear_combination -e
    rw [s]
    linear_combination e - h ^ 2 * u (j + 1) / 12 * k
  · rintro ⟨h0, hN, hne, hr⟩
    refine ⟨h0, hN, hne, fun j hj => ?_⟩
    linear_combination (12 - h ^ 2 * E) / 12 * hr j hj +
      h ^ 2 * (u (j + 2) + 10 * u (j + 1) + u j) / 144 * k
```

Let $E$ satisfy $h^2E\neq12$ and put $E'=12E/(12-h^2E)$. The three-point equation gives $u_{j+2}+u_j=(2-h^2E)u_{j+1}$, hence

$$u_{j+2}+10u_{j+1}+u_j=(12-h^2E)\,u_{j+1}.$$

Multiplying by $h^2E'/12$ gives $h^2E\,u_{j+1}$, which equals the left-hand side of both equations. This is the Numerov equation with eigenvalue $E'$.

Conversely, write $D=u_{j+2}-2u_{j+1}+u_j$. The Numerov equation reads $-D=h^2E'(D+12u_{j+1})/12$. Multiplying by $12-h^2E$ gives $-(12-h^2E)D=h^2E(D+12u_{j+1})$. The terms $h^2E\,D$ cancel, leaving $-D=h^2E\,u_{j+1}$.

In the code, `constructor` splits the equivalence into its two directions. `linear_combination` then verifies that the required equation is the stated combination of known ones. The argument needs a constant potential: only then is the rescaling factor the same at every point.

## Bounds on the cosine

```lean
/-- A function that is differentiable on the whole real line, vanishes at the origin and has a
non-negative derivative on the half-line `x ≥ 0` is non-negative there. -/
theorem nonneg_of_slope {f f' : ℝ → ℝ} (h0 : f 0 = 0) (hf : ∀ x, HasDerivAt f (f' x) x)
    (hf' : ∀ x, 0 ≤ x → 0 ≤ f' x) {x : ℝ} (hx : 0 ≤ x) : 0 ≤ f x := by
  have hm : MonotoneOn f (Set.Ici 0) :=
    monotoneOn_of_deriv_nonneg (convex_Ici 0)
      (fun y _ => (hf y).continuousAt.continuousWithinAt)
      (fun y _ => (hf y).differentiableAt.differentiableWithinAt)
      (fun y hy => by rw [(hf y).deriv]; exact hf' y (interior_subset hy))
  have h := hm (Set.mem_Ici.2 le_rfl) (Set.mem_Ici.2 hx) hx
  rwa [h0] at h
```

If $f(0)=0$ and $f'\ge0$ for $x\ge0$, then $f$ is non-decreasing there, so $f(x)\ge f(0)=0$.

```lean
/-- For `x ≥ 0` the cosine lies between its Taylor polynomials of degree six and four. -/
theorem cos_taylor {x : ℝ} (hx : 0 ≤ x) :
    1 - x ^ 2 / 2 + x ^ 4 / 24 - x ^ 6 / 720 ≤ cos x ∧
      cos x ≤ 1 - x ^ 2 / 2 + x ^ 4 / 24 := by
  have hp : ∀ (n : ℕ) (c y : ℝ),
      HasDerivAt (fun z : ℝ => z ^ (n + 1) / c) ((n + 1) * y ^ n / c) y := by
    intro n c y
    simpa using (hasDerivAt_pow (n + 1) y).div_const c
  -- each bound is the integral of the previous one
  have s3 : ∀ y : ℝ, 0 ≤ y → 0 ≤ sin y - (y - y ^ 3 / 6) := fun y hy =>
    nonneg_of_slope (f := fun z => sin z - (z - z ^ 3 / 6))
      (f' := fun z => cos z - (1 - z ^ 2 / 2)) (by norm_num)
      (fun z => ((Real.hasDerivAt_sin z).fun_sub
        ((hasDerivAt_id' z).fun_sub (hp 2 6 z))).congr_deriv (by push_cast; ring))
      (fun z _ => sub_nonneg.2 Real.one_sub_sq_div_two_le_cos) hy
  have c4 : ∀ y : ℝ, 0 ≤ y → 0 ≤ 1 - y ^ 2 / 2 + y ^ 4 / 24 - cos y := fun y hy =>
    nonneg_of_slope (f := fun z => 1 - z ^ 2 / 2 + z ^ 4 / 24 - cos z)
      (f' := fun z => sin z - (z - z ^ 3 / 6)) (by norm_num)
      (fun z => ((((hasDerivAt_const z (1 : ℝ)).fun_sub (hp 1 2 z)).fun_add
        (hp 3 24 z)).fun_sub (Real.hasDerivAt_cos z)).congr_deriv (by push_cast; ring))
      s3 hy
  have s5 : ∀ y : ℝ, 0 ≤ y → 0 ≤ y - y ^ 3 / 6 + y ^ 5 / 120 - sin y := fun y hy =>
    nonneg_of_slope (f := fun z => z - z ^ 3 / 6 + z ^ 5 / 120 - sin z)
      (f' := fun z => 1 - z ^ 2 / 2 + z ^ 4 / 24 - cos z) (by norm_num)
      (fun z => ((((hasDerivAt_id' z).fun_sub (hp 2 6 z)).fun_add
        (hp 4 120 z)).fun_sub (Real.hasDerivAt_sin z)).congr_deriv (by push_cast; ring))
      c4 hy
  have c6 : 0 ≤ cos x - (1 - x ^ 2 / 2 + x ^ 4 / 24 - x ^ 6 / 720) :=
    nonneg_of_slope (f := fun z => cos z - (1 - z ^ 2 / 2 + z ^ 4 / 24 - z ^ 6 / 720))
      (f' := fun z => z - z ^ 3 / 6 + z ^ 5 / 120 - sin z) (by norm_num)
      (fun z => ((Real.hasDerivAt_cos z).fun_sub
        ((((hasDerivAt_const z (1 : ℝ)).fun_sub (hp 1 2 z)).fun_add
        (hp 3 24 z)).fun_sub (hp 5 720 z))).congr_deriv (by push_cast; ring))
      s5 hx
  exact ⟨by linarith, by linarith [c4 x hx]⟩
```

Start from $\cos x\ge1-x^2/2$, which Mathlib supplies. Integrating from $0$ to $x\ge0$ four times gives, in order,

$$\sin x\ge x-\tfrac{x^3}{6},\qquad \cos x\le1-\tfrac{x^2}{2}+\tfrac{x^4}{24},$$

$$\sin x\le x-\tfrac{x^3}{6}+\tfrac{x^5}{120},\qquad \cos x\ge1-\tfrac{x^2}{2}+\tfrac{x^4}{24}-\tfrac{x^6}{720}.$$

These are `s3`, `c4`, `s5` and `c6` in the code. Each applies the preceding lemma to the difference of the two sides, whose derivative is the previous difference. The helper `hp` differentiates the monomials.

## How far Numerov falls below $k^2$

```lean
/-- For spacing `h > 0` and wave number `k > 0` the Numerov level lies strictly below `k²`,
by at most `h⁴ k⁶ / 96`. -/
theorem numerov_error {h k : ℝ} (hh : 0 < h) (hk : 0 < k) :
    numerovLevel h (k * h) < k ^ 2 ∧
      k ^ 2 - numerovLevel h (k * h) ≤ h ^ 4 * k ^ 6 / 96 := by
  obtain ⟨x, hx⟩ : ∃ x, x = k * h := ⟨_, rfl⟩
  have x0 : 0 < x := hx ▸ mul_pos hk hh
  obtain ⟨lo, up⟩ := cos_taylor x0.le
  have c1 := Real.neg_one_le_cos x
  have w : 0 ≤ 12 + x ^ 2 := by positivity
  have hd : 0 < h ^ 2 * (5 + cos x) := mul_pos (by positivity) (by linarith)
  have key : 12 * (1 - cos x) < x ^ 2 * (5 + cos x) := by
    by_cases h18 : x ^ 2 < 18
    · nlinarith [mul_le_mul_of_nonneg_left lo w,
        mul_pos (pow_pos x0 6) (sub_pos.2 h18)]
    · nlinarith [mul_nonneg (sub_nonneg.2 (not_lt.1 h18))
        (by linarith : 0 ≤ 5 + cos x)]
  have key' : x ^ 2 * (5 + cos x) - 12 * (1 - cos x) ≤ x ^ 6 / 24 := by
    nlinarith [mul_le_mul_of_nonneg_left up w]
  have e2 : x ^ 2 = k ^ 2 * h ^ 2 := by rw [hx]; ring
  have e6 : x ^ 6 = k ^ 6 * h ^ 6 := by rw [hx]; ring
  rw [← hx]
  unfold numerovLevel
  constructor
  · rw [div_lt_iff₀ hd]
    rw [e2] at key
    linarith
  · have q : k ^ 2 - h ^ 4 * k ^ 6 / 96 ≤
        12 * (1 - cos x) / (h ^ 2 * (5 + cos x)) := by
      rw [le_div_iff₀ hd]
      have p : 0 ≤ k ^ 6 * h ^ 6 * (1 + cos x) :=
        mul_nonneg (by positivity) (by linarith)
      rw [e2, e6] at key'
      linarith
    linarith
```

For any $h,k>0$, the theorem states that $E_{\mathrm N}<k^2$ and $k^2-E_{\mathrm N}\le h^4k^6/96$, where the phase advance is $x=kh$. At fixed $k$ the deficit therefore shrinks at least as fast as $h^4$ when the grid is refined. The constant $1/96$ is not sharp: for small $kh$ the deficit is close to $h^4k^6/240$, which the theorem does not state.

Write $c=\cos x$. The inequality $E_{\mathrm N}<k^2$ is equivalent to $12(1-c)<x^2(5+c)$, because $h^2(5+c)>0$. The difference of the two sides is

$$x^2(5+c)-12(1-c)=(12+x^2)\,c-12+5x^2.$$

Inserting the lower bound on the cosine shows that this is at least $x^6(18-x^2)/720$, which is positive for $x^2<18$. For $x^2\ge18$, use $5+c\ge4>0$: the difference is at least $18(5+c)-12(1-c)=78+30c\ge48$. These two cases are the `by_cases` in `key`.

Inserting the upper bound instead shows that the difference is at most $x^6/24$, which is `key'`. Dividing by $h^2(5+c)\ge4h^2$ gives

$$k^2-E_{\mathrm N}\le\frac{x^6}{96h^2}=\frac{h^4k^6}{96}.$$

The tactic `nlinarith` proves the inequalities by combining the products supplied to it, such as the cosine bound times $12+x^2$.

## The ordering of the levels

```lean
/-- For a hard sphere of radius `R > 0`, `N` interior points, `h = R / (N + 1)` and
`1 ≤ m ≤ N`, the vector `sin(m π j / (N + 1))` solves both the three-point and the Numerov
eigenproblem, and the levels obey three-point < Numerov < `(m π / R)²`. -/
theorem hardSphere_levels {R : ℝ} (hR : 0 < R) {N m : ℕ} (h1 : 1 ≤ m) (hm : m ≤ N) :
    IsThreePointMode N (R / (N + 1)) (threePointLevel (R / (N + 1)) (m * π / (N + 1)))
      (gridWave N m) ∧
    IsNumerovMode N (R / (N + 1)) (numerovLevel (R / (N + 1)) (m * π / (N + 1)))
      (gridWave N m) ∧
    threePointLevel (R / (N + 1)) (m * π / (N + 1)) <
      numerovLevel (R / (N + 1)) (m * π / (N + 1)) ∧
    numerovLevel (R / (N + 1)) (m * π / (N + 1)) < (m * π / R) ^ 2 := by
  have hN : (0 : ℝ) < N + 1 := by positivity
  have m0 : (0 : ℝ) < m := by exact_mod_cast h1
  have mN : (m : ℝ) < N + 1 := by exact_mod_cast Nat.lt_succ_of_le hm
  have hphase : (m : ℝ) * π / (N + 1) = m * π / R * (R / (N + 1)) := by
    field_simp
  have hlast : gridWave N m (N + 1) = 0 := by
    unfold gridWave
    push_cast
    rw [div_mul_cancel₀ _ hN.ne', Real.sin_nat_mul_pi]
  have hh : 0 < R / ((N : ℝ) + 1) := div_pos hR hN
  have hup := (numerov_error hh (div_pos (mul_pos m0 Real.pi_pos) hR)).1
  rw [← hphase] at hup
  have t0 : 0 < (m : ℝ) * π / (N + 1) := div_pos (mul_pos m0 Real.pi_pos) hN
  have tpi : (m : ℝ) * π / (N + 1) < π := by
    rw [div_lt_iff₀ hN]
    nlinarith [mul_lt_mul_of_pos_right mN Real.pi_pos]
  have hu : ∀ j : ℕ, gridWave N m j = sin (m * π / (N + 1) * j) := fun _ => rfl
  generalize (m : ℝ) * π / (N + 1) = θ at *
  generalize R / ((N : ℝ) + 1) = h at *
  have c1 : cos θ < 1 := by
    have c := Real.cos_lt_cos_of_nonneg_of_le_pi le_rfl tpi.le t0
    rwa [Real.cos_zero] at c
  have c5 : 0 < 5 + cos θ := by linarith [Real.neg_one_le_cos θ]
  have h2 : 0 < h ^ 2 := by positivity
  have hT : h ^ 2 * threePointLevel h θ = 2 * (1 - cos θ) :=
    mul_div_cancel₀ _ h2.ne'
  have three : IsThreePointMode N h (threePointLevel h θ) (gridWave N m) := by
    refine ⟨by simp [hu], hlast, ⟨1, le_rfl, h1.trans hm, ?_⟩, fun j _ => ?_⟩
    · rw [hu]
      simpa using (Real.sin_pos_of_pos_of_lt_pi t0 tpi).ne'
    · -- addition theorem for the two neighbours of the central point
      have e1 : gridWave N m (j + 2) =
          gridWave N m (j + 1) * cos θ + cos (θ * (j + 1 : ℕ)) * sin θ := by
        rw [hu, hu, ← Real.sin_add]
        congr 1
        push_cast
        ring
      have e2 : gridWave N m j =
          gridWave N m (j + 1) * cos θ - cos (θ * (j + 1 : ℕ)) * sin θ := by
        rw [hu, hu, ← Real.sin_sub]
        congr 1
        push_cast
        ring
      linear_combination -e1 - e2 - gridWave N m (j + 1) * hT
  refine ⟨three, ?_, ?_, hup⟩
  · have hne : h ^ 2 * threePointLevel h θ ≠ 12 := by
      have q : 2 * (1 - cos θ) < 12 := by linarith [Real.neg_one_le_cos θ]
      rw [hT]
      exact q.ne
    have e : 12 * threePointLevel h θ / (12 - h ^ 2 * threePointLevel h θ) =
        numerovLevel h θ := by
      rw [hT, show 12 - 2 * (1 - cos θ) = 2 * (5 + cos θ) by ring]
      unfold threePointLevel numerovLevel
      rw [div_eq_div_iff (by positivity) (by positivity)]
      field_simp
    rw [← e]
    exact (threePoint_iff_numerov hne).1 three
  · unfold threePointLevel numerovLevel
    rw [div_lt_div_iff₀ h2 (mul_pos h2 c5)]
    nlinarith [mul_pos h2 (pow_pos (sub_pos.2 c1) 2)]

end

end HardSphereNumerov
```

The hypotheses are $R>0$ and $1\le m\le N$. With $h=R/(N+1)$ and $\theta=m\pi/(N+1)$, the conclusion has four parts: the sine vector is a three-point mode with eigenvalue $E_3$, it is a Numerov mode with eigenvalue $E_{\mathrm N}$, $E_3<E_{\mathrm N}$, and $E_{\mathrm N}<(m\pi/R)^2$.

**Three-point mode.** The boundary values are $\sin0=0$ and $\sin m\pi=0$. Since $0<\theta<\pi$, the value $u_1=\sin\theta$ is positive, so the vector is not zero. The addition theorem gives

$$\sin\big((j+2)\theta\big)+\sin(j\theta)=2\cos\theta\,\sin\big((j+1)\theta\big),$$

and therefore $-(u_{j+2}-2u_{j+1}+u_j)=2(1-\cos\theta)\,u_{j+1}=h^2E_3\,u_{j+1}$. In the code, `e1` and `e2` are the addition theorem for the two neighbours.

**Numerov mode.** Here $h^2E_3=2(1-\cos\theta)\le4$, so the condition $h^2E_3\ne12$ holds. The equivalence above turns $E_3$ into

$$\frac{12E_3}{12-h^2E_3}=\frac{12E_3}{2(5+\cos\theta)}=E_{\mathrm N}.$$

**The inequalities.** Since $\cos\theta<1$, we have $5+\cos\theta<6$ and $1-\cos\theta>0$, so $E_3<E_{\mathrm N}$. For the upper bound, put $k=m\pi/R$. Then $kh=\theta$, and `numerov_error` gives $E_{\mathrm N}<k^2$. In the code this is `hup`, obtained before the `generalize` lines replace the long expressions for phase and spacing by the letters `θ` and `h`.

The theorem concerns these sine vectors and does not state that every grid mode is one of them. It also assumes a uniform grid with the wall on a grid point, and real-number arithmetic without rounding. For a non-interacting particle in this zero-potential sphere, it gives a radial solver closed-form levels to reproduce and the direction from which they miss the continuum value.

```lean
#print axioms HardSphereNumerov.radialWave_spec
#print axioms HardSphereNumerov.hardSphere_levels
```

```
'HardSphereNumerov.radialWave_spec' depends on axioms: [propext, Classical.choice, Quot.sound]
'HardSphereNumerov.hardSphere_levels' depends on axioms: [propext, Classical.choice, Quot.sound]
```
